# The bulk modulus of a cubic crystal at pressure P is (C11 + 2 C12 + P)/3, with Lagrangian elastic constants taken at that pressure

Take a crystal of volume $V_0$ and scale it uniformly to volume $V$. Every length is multiplied by $s=(V/V_0)^{1/3}$, and the isotropic Lagrangian strain is $\eta=(s^2-1)/2$. Let the energy be purely linear in this strain, $E=-3PV_0\,\eta$, with a constant $P>0$. Since $d\eta/dV=1/(3V_0s)$, the pressure is $p=-dE/dV=P/s$. It falls as the crystal expands, and $-V\,dp/dV=P/3$ at $V_0$. The energy has no quadratic term in $\eta$, yet there is a bulk modulus, because $\eta$ is not a linear function of volume.

A quadratic term adds the usual $(C_{11}+2C_{12})/3$. The sum matters when elastic constants fitted to static energies of a compressed cubic cell are compared with the bulk modulus from its energy-volume curve: for Lagrangian strain measured from the compressed cell, $(C_{11}+2C_{12})/3$ is smaller than that bulk modulus by $P/3$.

## Volume, strain and energy

```lean
import Mathlib

open Filter Topology

namespace LoadedCrystalBulkModulus

noncomputable section
```

This loads the mathematical library Mathlib and the notation for neighbourhoods, `𝓝`.

```lean
/-- Linear stretch `s = (V/V0)^(1/3)` of a crystal brought from volume `V0 > 0` to `V > 0`. -/
def stretch (V0 V : ℝ) : ℝ := (V / V0) ^ (1 / 3 : ℝ)
```

`stretch V0 V` is $s$. All quantities are real numbers, in any consistent units.

```lean
/-- Isotropic Lagrangian strain `(s^2 - 1)/2` at volume `V > 0`, for reference volume `V0 > 0`. -/
def strain (V0 V : ℝ) : ℝ := (stretch V0 V ^ 2 - 1) / 2
```

`strain V0 V` is $\eta=(s^2-1)/2$, which is zero at $V=V_0$.

```lean
/-- Energy at volume `V`, when `f` is the energy per reference volume as a function of strain. -/
def energy (V0 : ℝ) (f : ℝ → ℝ) (V : ℝ) : ℝ := V0 * f (strain V0 V)
```

The function $f$ is energy per reference volume, so $E(V)=V_0f(\eta(V))$. It is a static energy, or a free energy at fixed temperature.

```lean
/-- Pressure `p = -dE/dV`. -/
def pressure (V0 : ℝ) (f : ℝ → ℝ) (V : ℝ) : ℝ := -deriv (energy V0 f) V
```

This is $p=-dE/dV$, positive in compression. Lean's `deriv` returns zero where no derivative exists, so the theorems below also establish differentiability.

```lean
/-- Bulk modulus `B = -V dp/dV`. -/
def bulkModulus (V0 : ℝ) (f : ℝ → ℝ) (V : ℝ) : ℝ := -V * deriv (pressure V0 f) V
```

This is $B=-V\,dp/dV$.

## Two derivatives with respect to volume

```lean
/-- The stretch is positive at positive volumes. -/
theorem stretch_pos {V0 V : ℝ} (hV0 : 0 < V0) (hV : 0 < V) : 0 < stretch V0 V :=
  Real.rpow_pos_of_pos (div_pos hV hV0) _
```

For $V_0,V>0$ we have $s>0$, which permits division by $s$ later.

```lean
/-- The volume ratio is the cube of the stretch. -/
theorem stretch_cube {V0 V : ℝ} (hV0 : 0 < V0) (hV : 0 < V) :
    stretch V0 V ^ 3 = V / V0 := by
  rw [stretch, ← Real.rpow_natCast, ← Real.rpow_mul (div_pos hV hV0).le]
  norm_num
```

This is $s^3=V/V_0$. The proof multiplies the exponents $1/3$ and $3$.

```lean
/-- The stretch changes with volume at the rate `1/(3 V0 s^2)`. -/
theorem hasDerivAt_stretch {V0 V : ℝ} (hV0 : 0 < V0) (hV : 0 < V) :
    HasDerivAt (stretch V0) (1 / (3 * V0 * stretch V0 V ^ 2)) V := by
  have hs := stretch_pos hV0 hV
  have hr : V / V0 ≠ 0 := (div_pos hV hV0).ne'
  have h0 : HasDerivAt (fun W : ℝ => W / V0) (1 / V0) V := (hasDerivAt_id' V).div_const V0
  have h1 : HasDerivAt (stretch V0) (1 / V0 * (1 / 3) * (V / V0) ^ ((1 / 3 : ℝ) - 1)) V :=
    h0.rpow_const (Or.inl hr)
  -- the remaining power of the volume ratio is `1/s^2`
  have key : (V / V0) ^ ((1 / 3 : ℝ) - 1) = 1 / stretch V0 V ^ 2 := by
    calc (V / V0) ^ ((1 / 3 : ℝ) - 1) = stretch V0 V / (V / V0) := Real.rpow_sub_one hr _
      _ = stretch V0 V / stretch V0 V ^ 3 := by rw [stretch_cube hV0 hV]
      _ = 1 / stretch V0 V ^ 2 := by field_simp
  rw [key] at h1
  exact h1.congr_deriv (by field_simp)
```

`HasDerivAt F a x` says that $F$ is differentiable at $x$ with derivative $a$. By hand,
$$\frac{ds}{dV}=\frac{1}{3V_0}\left(\frac{V}{V_0}\right)^{-2/3}=\frac{1}{3V_0s^2}.$$
The step `h1` is the power rule, and `key` rewrites the remaining power as $s/s^3=1/s^2$.

```lean
/-- The Lagrangian strain changes with volume at the rate `1/(3 V0 s)`. -/
theorem hasDerivAt_strain {V0 V : ℝ} (hV0 : 0 < V0) (hV : 0 < V) :
    HasDerivAt (strain V0) (1 / (3 * V0 * stretch V0 V)) V := by
  have hs := stretch_pos hV0 hV
  have h := (((hasDerivAt_stretch hV0 hV).fun_pow 2).sub_const 1).div_const 2
  refine HasDerivAt.congr_deriv h ?_
  simp only [Nat.cast_ofNat, Nat.reduceSub, pow_one]
  field_simp
```

Differentiating $(s^2-1)/2$ gives
$$\frac{d\eta}{dV}=s\,\frac{ds}{dV}=\frac{1}{3V_0s}.$$
The proof builds the same derivative rule by rule, and `field_simp` clears the denominators.

```lean
/-- If `f` has slope `a` at the current strain, then `dE/dV = a/(3 s)`. -/
theorem hasDerivAt_energy {V0 V a : ℝ} {f : ℝ → ℝ} (hV0 : 0 < V0) (hV : 0 < V)
    (hf : HasDerivAt f a (strain V0 V)) :
    HasDerivAt (energy V0 f) (a / (3 * stretch V0 V)) V := by
  have hs := stretch_pos hV0 hV
  have h := (hf.comp V (hasDerivAt_strain hV0 hV)).const_mul V0
  exact HasDerivAt.congr_deriv h (by field_simp)
```

If $f$ has slope $a$ at the current strain, the chain rule gives
$$\frac{dE}{dV}=V_0\,a\,\frac{1}{3V_0s}=\frac{a}{3s}.$$
In the proof, `hf.comp` is the chain rule and `const_mul` supplies the factor $V_0$.

```lean
/-- Slope of the pressure-volume curve at any volume `V > 0`, where `g = f'` near the current
strain and `k = f''` at that strain. -/
theorem hasDerivAt_pressure {V0 V k : ℝ} {f g : ℝ → ℝ} (hV0 : 0 < V0) (hV : 0 < V)
    (hf : ∀ᶠ x in 𝓝 (strain V0 V), HasDerivAt f (g x) x)
    (hg : HasDerivAt g k (strain V0 V)) :
    HasDerivAt (pressure V0 f)
      ((g (strain V0 V) / stretch V0 V ^ 2 - k) / (9 * V0 * stretch V0 V ^ 2)) V := by
  have hs := stretch_pos hV0 hV
  -- near `V` the pressure is `-f'(η)/(3 s)`
  have hp : pressure V0 f =ᶠ[𝓝 V] fun W => -(g (strain V0 W) / (3 * stretch V0 W)) := by
    filter_upwards [(hasDerivAt_strain hV0 hV).continuousAt.eventually hf, Ioi_mem_nhds hV]
      with W hW hpos
    rw [pressure, (hasDerivAt_energy hV0 hpos hW).deriv]
  have h1 : HasDerivAt (fun W => g (strain V0 W)) (k * (1 / (3 * V0 * stretch V0 V))) V :=
    hg.comp V (hasDerivAt_strain hV0 hV)
  have h2 : HasDerivAt (fun W => 3 * stretch V0 W)
      (3 * (1 / (3 * V0 * stretch V0 V ^ 2))) V := (hasDerivAt_stretch hV0 hV).const_mul 3
  have h3 := (h1.fun_div h2 (by positivity)).fun_neg
  refine (h3.congr_deriv ?_).congr_of_eventuallyEq hp
  field_simp
  ring
```

Here $g=f'$ near the current strain and $k=f''$ at that strain. The symbol `∀ᶠ x in 𝓝 ...` means "for all $x$ close enough to the given point". A twice continuously differentiable $f$ satisfies both hypotheses.

The previous result gives $p=-g(\eta)/(3s)$ at all volumes near $V$, which is `hp`. A formula at $V$ alone would not be enough to differentiate. The quotient rule then gives
$$\frac{dp}{dV}=-\frac{\frac{k}{3V_0s}\,3s-g\,\frac{1}{V_0s^2}}{9s^2}=\frac{g/s^2-k}{9V_0s^2}.$$
The steps `h1` and `h2` differentiate numerator and denominator, `h3` combines them, and `ring` finishes the algebra.

## The crystal at its loaded volume

```lean
/-- A crystal with `f'(0) = -3P` and `f''(0) = 3 (C11 + 2 C12)` has, at volume `V0`, pressure `P`
and bulk modulus `(C11 + 2 C12 + P)/3`; both volume derivatives involved exist. -/
theorem bulkModulus_under_load {V0 P C11 C12 : ℝ} {f g : ℝ → ℝ} (hV0 : 0 < V0)
    (hf : ∀ᶠ x in 𝓝 0, HasDerivAt f (g x) x) (hP : g 0 = -3 * P)
    (hg : HasDerivAt g (3 * (C11 + 2 * C12)) 0) :
    HasDerivAt (energy V0 f) (-P) V0 ∧ pressure V0 f V0 = P ∧
      HasDerivAt (pressure V0 f) (-(C11 + 2 * C12 + P) / (3 * V0)) V0 ∧
      bulkModulus V0 f V0 = (C11 + 2 * C12 + P) / 3 := by
  have hs : stretch V0 V0 = 1 := by rw [stretch, div_self hV0.ne', Real.one_rpow]
  have he : strain V0 V0 = 0 := by rw [strain, hs]; norm_num
  have hE : HasDerivAt (energy V0 f) (-P) V0 := by
    have h := hasDerivAt_energy (f := f) (a := g 0) hV0 hV0 (by rw [he]; exact hf.self_of_nhds)
    refine h.congr_deriv ?_
    rw [hs, hP]
    ring
  have hp : HasDerivAt (pressure V0 f) (-(C11 + 2 * C12 + P) / (3 * V0)) V0 := by
    have h := hasDerivAt_pressure (f := f) (g := g) (k := 3 * (C11 + 2 * C12)) hV0 hV0
      (by rw [he]; exact hf) (by rw [he]; exact hg)
    refine h.congr_deriv ?_
    rw [hs, he, hP]
    field_simp
    ring
  refine ⟨hE, by rw [pressure, hE.deriv, neg_neg], hp, ?_⟩
  rw [bulkModulus, hp.deriv]
  field_simp
```

The reference state is the loaded crystal itself. The condition `g 0 = -3 * P` says that the three diagonal stresses there add up to $-3P$. In a cubic crystal they are equal by symmetry, so each of the three equal diagonal strains contributes $-P$ to the slope of the energy density. The condition $f''(0)=3(C_{11}+2C_{12})$ is the curvature of a cubic crystal's energy under uniform strain. The constants are second derivatives with respect to Lagrangian strain at the loaded state, not values carried over from zero pressure.

At $V=V_0$ we have $s=1$ and $\eta=0$, so
$$\frac{dE}{dV}=\frac{-3P}{3}=-P,\qquad \frac{dp}{dV}=\frac{-3P-3(C_{11}+2C_{12})}{9V_0}=-\frac{C_{11}+2C_{12}+P}{3V_0}.$$
Multiplying the second by $-V_0$ gives $B=(C_{11}+2C_{12}+P)/3$. The four statements joined by `∧` are the energy derivative, the pressure, the pressure derivative and the bulk modulus. In the proof, `hs` and `he` are the values of $s$ and $\eta$, while `hE` and `hp` specialise the two general derivatives.

The same argument works for the linear strain $e=s-1$. If $E=V_0h(e)$ with $h'(0)=-3P$ and $h''(0)=K$, then $p=-h'/(3s^2)$, and differentiating once more gives $B=K/9+2P/3$ at $V_0$. The pressure term thus depends on the strain measure that defines the second derivative; the bulk modulus does not.

## A quadratic cubic crystal

```lean
/-- Quadratic energy density of a cubic crystal under pressure `P`, for a symmetric strain `η`. -/
def cubicEnergy (P C11 C12 C44 : ℝ) (η : Matrix (Fin 3) (Fin 3) ℝ) : ℝ :=
  -P * (η 0 0 + η 1 1 + η 2 2) + C11 / 2 * (η 0 0 ^ 2 + η 1 1 ^ 2 + η 2 2 ^ 2)
    + C12 * (η 0 0 * η 1 1 + η 1 1 * η 2 2 + η 2 2 * η 0 0)
    + 2 * C44 * (η 0 1 ^ 2 + η 1 2 ^ 2 + η 2 0 ^ 2)
```

This is the energy density, relative to that of the loaded crystal, to second order in the Lagrangian strain, where $\eta$ is now a symmetric matrix. The axes lie along the cube edges, and Lean numbers them 0, 1, 2. The factor $2C_{44}$ reflects the convention in which an engineering shear is twice the matrix entry.

```lean
/-- The cubic energy density restricted to isotropic strains `x I`. -/
def hydrostatic (P C11 C12 C44 x : ℝ) : ℝ :=
  cubicEnergy P C11 C12 C44 (x • (1 : Matrix (Fin 3) (Fin 3) ℝ))
```

Here the strain is $xI$, with $I$ the identity matrix.

```lean
/-- Under isotropic strain the cubic energy density has slope `-3P + 3 (C11 + 2 C12) x`. -/
theorem hasDerivAt_hydrostatic (P C11 C12 C44 x : ℝ) :
    HasDerivAt (hydrostatic P C11 C12 C44) (-3 * P + 3 * (C11 + 2 * C12) * x) x := by
  have h : hydrostatic P C11 C12 C44 =
      fun y => -3 * P * y + 3 / 2 * (C11 + 2 * C12) * (y * y) := by
    funext y
    simp [hydrostatic, cubicEnergy]
    ring
  rw [h]
  have hd := ((hasDerivAt_id' x).const_mul (-3 * P)).fun_add
    (((hasDerivAt_id' x).fun_mul (hasDerivAt_id' x)).const_mul (3 / 2 * (C11 + 2 * C12)))
  exact hd.congr_deriv (by ring)
```

The shear terms vanish, leaving
$$f(x)=-3Px+\tfrac32(C_{11}+2C_{12})x^2,$$
whose slope is $-3P+3(C_{11}+2C_{12})x$. The cubic energy therefore supplies both conditions used above. The step `h` is the reduction to this polynomial, and `hd` differentiates it.

```lean
/-- Equation of state of the quadratic cubic crystal: `p = (P - (C11 + 2 C12) η)/s` at every
volume `V > 0`. -/
theorem cubic_equation_of_state {V0 V : ℝ} (P C11 C12 C44 : ℝ) (hV0 : 0 < V0) (hV : 0 < V) :
    pressure V0 (hydrostatic P C11 C12 C44) V =
      (P - (C11 + 2 * C12) * strain V0 V) / stretch V0 V := by
  have hs := stretch_pos hV0 hV
  rw [pressure, (hasDerivAt_energy hV0 hV (hasDerivAt_hydrostatic P C11 C12 C44 _)).deriv]
  field_simp
  ring
```

Putting this slope into $p=-f'(\eta)/(3s)$ gives
$$p=\frac{P-(C_{11}+2C_{12})\,\eta}{s}$$
for every $V>0$. It is exact for the quadratic energy; a real crystal has higher-order terms that matter at large strain.

```lean
/-- The quadratic cubic crystal has a positive bulk modulus at `V0` exactly when the pressure `P`
there exceeds `-(C11 + 2 C12)`. -/
theorem cubic_bulkModulus_pos_iff {V0 : ℝ} (P C11 C12 C44 : ℝ) (hV0 : 0 < V0) :
    0 < bulkModulus V0 (hydrostatic P C11 C12 C44) V0 ↔ -(C11 + 2 * C12) < P := by
  have hg : HasDerivAt (fun x : ℝ => -3 * P + 3 * (C11 + 2 * C12) * x)
      (3 * (C11 + 2 * C12)) 0 :=
    (((hasDerivAt_id' (0 : ℝ)).const_mul (3 * (C11 + 2 * C12))).const_add (-3 * P)).congr_deriv
      (by ring)
  have h := bulkModulus_under_load (P := P) hV0
    (Eventually.of_forall (hasDerivAt_hydrostatic P C11 C12 C44)) (by ring) hg
  rw [h.2.2.2]
  constructor <;> intro h' <;> linarith

end

end LoadedCrystalBulkModulus
```

Since $B=(C_{11}+2C_{12}+P)/3$ at $V_0$, it is positive exactly when $P>-(C_{11}+2C_{12})$. The proof applies the main theorem to the quadratic energy, and `linarith` settles the inequality in both directions.

For positive $C_{11}+2C_{12}$ the condition can fail only under tension, that is, at negative $P$. It concerns uniform changes of volume, so a crystal that meets it may still be unstable to shear. The constants of a real crystal also change with load, and the inequality has to be evaluated with their values at each pressure.

```lean
#print axioms LoadedCrystalBulkModulus.cubic_equation_of_state
-- 'LoadedCrystalBulkModulus.cubic_equation_of_state' depends on axioms: [propext, Classical.choice, Quot.sound]
#print axioms LoadedCrystalBulkModulus.cubic_bulkModulus_pos_iff
-- 'LoadedCrystalBulkModulus.cubic_bulkModulus_pos_iff' depends on axioms: [propext, Classical.choice, Quot.sound]
```
